# Orbital occupations of an ensemble one-body density matrix lie between 0 and 1 and sum to N

For a finite set of orbitals, let `g` be a complex matrix with 0 ≤ `g` ≤ 1 and trace `N`, the conditions on the one-body density matrix of an `N`-fermion ensemble. If the columns of the square matrix `U` are orthonormal, the theorem says that the occupations, the real parts of the diagonal entries of `Uᴴ * g * U`, each lie between 0 and 1 and add up to `N`. The attempt gets the lower bound from the positivity of `g`, evaluated on a column of `U`, and the upper bound from the same argument applied to `1 - g`. For the sum it uses the cyclic property of the trace to show that `Uᴴ * g * U` has trace `N`, then takes real parts.

In Lean, a first try:

```lean
import Mathlib

open Matrix
open scoped ComplexOrder

namespace OccupationBounds

noncomputable section

variable {ι : Type*} [Fintype ι] [DecidableEq ι]

/-- One-body density matrix of an `N`-fermion ensemble: `0 ≤ g ≤ 1` and `tr g = N`. -/
structure IsEnsemble (N : ℕ) (g : Matrix ι ι ℂ) : Prop where
  nonneg : g.PosSemidef
  pauli : (1 - g).PosSemidef
  trace_eq : g.trace = (N : ℂ)

/-- Occupation of the `i`-th orbital, the `i`-th column of `U`, in the density matrix `g`. -/
def occupation (U g : Matrix ι ι ℂ) (i : ι) : ℝ := ((Uᴴ * g * U) i i).re

/-- In an orthonormal orbital basis the occupations of an ensemble density matrix lie between
0 and 1 and add up to the particle number. -/
theorem occupation_bounds {N : ℕ} {U g : Matrix ι ι ℂ} (hU : Uᴴ * U = 1)
    (hg : IsEnsemble N g) :
    (∀ i, 0 ≤ occupation U g i ∧ occupation U g i ≤ 1) ∧ ∑ i, occupation U g i = N := by
  have pos : ∀ A : Matrix ι ι ℂ, A.PosSemidef → ∀ i, 0 ≤ occupation U A i := by
    intro A hA i
    have h := (Complex.le_def.mp (hA.dotProduct_mulVec_nonneg (fun k => U k i))).1
    unfold occupation
    rw [Matrix.mul_assoc]
    exact h
  refine ⟨fun i => ⟨pos g hg.nonneg i, ?_⟩, ?_⟩
  · have h := pos (1 - g) hg.pauli i
    have e : Uᴴ * (1 - g) * U = 1 - Uᴴ * g * U := by
      rw [Matrix.mul_sub, Matrix.sub_mul, Matrix.mul_one, hU]
    unfold occupation at h ⊢
    rw [e, Matrix.sub_apply, Matrix.one_apply_eq, Complex.sub_re, Complex.one_re] at h
    linarith
  · have h : (Uᴴ * g * U).trace = (N : ℂ) := by
      rw [trace_mul_cycle, mul_eq_one_comm.mp hU, Matrix.one_mul, hg.trace_eq]
    have h' := congrArg Complex.re h
    simpa only [Matrix.trace, diag_apply, Complex.re_sum, Complex.natCast_re] using h'

end

end OccupationBounds
```

The error:

```
Main.lean:42:4: error: Type mismatch: After simplification, term
  h'
 has type
  @Eq ℝ (∑ i, ((Uᴴ * g * U) i i).re) ↑N
but is expected to have type
  @Eq ℝ (∑ i, occupation U g i) ↑N
```

As a diff, the version that Lean accepts:

```diff
@@ -40,5 +40,6 @@
       rw [trace_mul_cycle, mul_eq_one_comm.mp hU, Matrix.one_mul, hg.trace_eq]
     have h' := congrArg Complex.re h
-    simpa only [Matrix.trace, diag_apply, Complex.re_sum, Complex.natCast_re] using h'
+    simpa only [occupation, Matrix.trace, diag_apply, Complex.re_sum,
+      Complex.natCast_re] using h'
 
 end
```

Cause. The one error is in the last step, the sum of the occupations. There `simpa only` turns `h'` into the statement that the sum of `((Uᴴ * g * U) i i).re` is `N`, while the goal still speaks of the sum of `occupation U g i`. The two say the same thing, since `occupation U g i` is defined as that real part. But `simp only` unfolds a definition such as `occupation` only when told to, and it is not in the list. The final comparison in `simpa` does not unfold it either, because it sees through only definitions marked reducible, and `occupation` is an ordinary `def`. Hence the type mismatch.

The repair adds `occupation` to the list, so that the goal is unfolded to the same sum of real parts as `h'` and the two match. The new line break in the list is mere tidying.
